# Commuting response matrices A and B give RPA frequencies that are real or purely imaginary

Let A and B be real symmetric matrices of the same finite size. The product (A − B)(A + B) is symmetric if and only if AB = BA. In that case every complex eigenvalue ω of the RPA matrix with rows (A, B) and (−B, −A) is real or purely imaginary, whether or not the reference state is stable.

In the random-phase approximation and in adiabatic linear-response TDDFT, both with real orbitals, A couples excitations with one another and B couples excitations with de-excitations. A real ω is an oscillation frequency of the linear response, and a nonzero imaginary ω signals an instability of the reference state. Stability is usually expressed by requiring A − B and A + B to be positive definite. The result here does not assume stability. It assumes that A and B commute, which is a special condition on the couplings and not a test of stability.

## From the commutator to ω² = a² − b²

Since A and B are symmetric, the transpose of (A − B)(A + B) is (A + B)(A − B). Expanding both products gives

(A − B)(A + B) = A² + AB − BA − B²

(A + B)(A − B) = A² − AB + BA − B².

Their difference is 2(AB − BA), which vanishes exactly when A and B commute.

Now let (x, y) ≠ 0 be an eigenvector of the RPA matrix. Its two amplitudes satisfy

A x + B y = ω x

B x + A y = −ω y.

Apply A to the first equation, apply B to the second, and subtract. The terms AB y and BA y cancel by commutation, so

(A² − B²) x = ω(A x + B y) = ω² x.

Applying A to the second equation and B to the first gives, in the same way,

(A² − B²) y = −ω(A y + B x) = ω² y.

At least one of x and y is nonzero, so ω² is an eigenvalue of A² − B². Let E be its eigenspace. Because A commutes with A² − B², it maps E into itself and has an eigenvector in E, with eigenvalue a. The vectors in E with this eigenvalue of A form a nonzero subspace, which B maps into itself. Hence B has an eigenvector v there, with eigenvalue b:

A v = a v, B v = b v, ω² = a² − b².

The number a is real because v†Av equals both a v†v and a* v†v, with v†v ≠ 0. The same argument applies to b. Thus ω² is real, and

0 = Im ω² = 2 (Re ω)(Im ω),

so one of the two factors is zero.

Conversely, suppose that v is a common eigenvector and ω² = a² − b². Take x = b v and y = (ω − a) v. Then

A x + B y = [ab + b(ω − a)] v = ω x

B x + A y = [b² + a(ω − a)] v = (aω − ω²) v = −ω y.

This pair vanishes only if b = 0 and ω = a, and then x = v, y = 0 is a solution.

## Two coupled excitations with one unstable mode

Take A = [[1,2],[2,1]] and B = [[0,2],[2,0]]. Both products AB and BA equal [[4,2],[2,4]]. The normalised common eigenvectors are (1, 1)/√2 and (1, −1)/√2.

On the first, a = 3 and b = 2, so ω² = 9 − 4 = 5 and ω = ±√5. On the second, a = −1 and b = −2, so ω² = 1 − 4 = −3 and ω = ±i√3. One RPA matrix therefore has both kinds of frequency.

## The product in a TDDFT calculation

Adding and subtracting the amplitude equations gives (A + B)(x + y) = ω(x − y) and (A − B)(x − y) = ω(x + y), hence

(A − B)(A + B)(x + y) = ω²(x + y).

This halves the dimension of the eigenvalue problem. For an adiabatic LDA or GGA functional with real orbitals, A − B is the diagonal matrix D of orbital-energy differences. Commutation then means that B couples only excitations with equal differences, as in the example, where D is the identity. In general the product is not symmetric; if D is positive, a program can diagonalise the symmetric matrix D^(1/2)(A + B)D^(1/2) instead. It has the same eigenvalues ω², which are therefore real even without commutation.

## Matrices, amplitudes and frequencies in Lean

The finite type `n` labels the excitations, for instance occupied–virtual orbital pairs.

```lean
import Mathlib

open Matrix
open scoped ComplexOrder

namespace CommutingRPA

noncomputable section

variable {n : Type*} [Fintype n] [DecidableEq n]
```

The response matrices have real entries, while amplitudes and frequencies may be complex. The map `toComplex` connects the two; as a ring homomorphism, it preserves products and hence commutation.

```lean
/-- A real matrix regarded as a complex matrix, entry by entry. -/
def toComplex : Matrix n n ℝ →+* Matrix n n ℂ := Complex.ofRealHom.mapMatrix
```

The index type `n ⊕ n` holds the x amplitudes in its left half and the y amplitudes in its right half. The minus signs in the second row fix the convention used above.

```lean
/-- The RPA matrix with rows (A, B) and (-B, -A), acting on complex amplitudes. -/
def rpaMatrix (A B : Matrix n n ℝ) : Matrix (n ⊕ n) (n ⊕ n) ℂ :=
  Matrix.fromBlocks (toComplex A) (toComplex B) (-toComplex B) (-toComplex A)
```

`IsFrequency` is wider than the usual word "frequency": it admits negative, zero and complex eigenvalues. The eigenvector must be nonzero, but no normalisation is imposed.

```lean
/-- The complex number `ω` is an RPA frequency if it is an eigenvalue of the RPA matrix. -/
def IsFrequency (A B : Matrix n n ℝ) (ω : ℂ) : Prop :=
  ∃ z : n ⊕ n → ℂ, z ≠ 0 ∧ rpaMatrix A B *ᵥ z = ω • z
```

In these definitions A and B are arbitrary real matrices; symmetry and commutation enter as hypotheses of the theorems. Identifying these eigenvalues with the excitation energies of a molecule is a physical step that the hypotheses leave open.

## Symmetry of the product and the squared equation

The first theorem compares the product with its transpose. In the forward direction, `noncomm_ring` expands the products without reordering factors, and `linarith` removes the factor 2 entry by entry.

```lean
/-- For real symmetric A and B, the product (A - B)(A + B) is symmetric exactly when
A and B commute. -/
theorem product_isSymm_iff {A B : Matrix n n ℝ} (hA : A.IsSymm) (hB : B.IsSymm) :
    ((A - B) * (A + B)).IsSymm ↔ A * B = B * A := by
  unfold Matrix.IsSymm
  rw [Matrix.transpose_mul, Matrix.transpose_add, Matrix.transpose_sub, hA.eq, hB.eq]
  constructor
  · intro h
    -- the antisymmetric part of the product is the commutator
    have e : A * B + A * B = B * A + B * A := by
      linear_combination (norm := noncomm_ring) h.symm
    ext i j
    have := congrFun (congrFun e i) j
    simp only [Matrix.add_apply] at this
    linarith
  · intro h
    linear_combination (norm := noncomm_ring) h.symm + h.symm
```

The next lemma reads the block equation as the two amplitude equations, taking the left and right components in turn.

```lean
/-- The RPA eigenvalue equation for the amplitudes (x, y) is the pair
A x + B y = ω x and B x + A y = -ω y. -/
theorem rpa_equation_iff (A B : Matrix n n ℝ) (x y : n → ℂ) (ω : ℂ) :
    rpaMatrix A B *ᵥ Sum.elim x y = ω • Sum.elim x y ↔
      toComplex A *ᵥ x + toComplex B *ᵥ y = ω • x ∧
      toComplex B *ᵥ x + toComplex A *ᵥ y = -(ω • y) := by
  constructor
  · intro h
    constructor
    · ext i
      have := congrFun h (Sum.inl i)
      simp [rpaMatrix, Matrix.fromBlocks_mulVec] at this ⊢
      linear_combination this
    · ext i
      have := congrFun h (Sum.inr i)
      simp [rpaMatrix, Matrix.fromBlocks_mulVec, Matrix.neg_mulVec] at this ⊢
      linear_combination -this
  · rintro ⟨h1, h2⟩
    ext (i | i)
    · have := congrFun h1 i
      simp [rpaMatrix, Matrix.fromBlocks_mulVec] at this ⊢
      linear_combination this
    · have := congrFun h2 i
      simp [rpaMatrix, Matrix.fromBlocks_mulVec, Matrix.neg_mulVec] at this ⊢
      linear_combination -this
```

In `squared_equation`, `e1` to `e4` are the amplitude equations multiplied by A or B, and `hc` is commutation acting on a vector. The two `linear_combination` lines carry out the subtractions done by hand. Symmetry is not used here.

```lean
/-- If A and B commute, both amplitudes x and y of an RPA solution satisfy the equation
(A² - B²) u = ω² u. -/
theorem squared_equation {A B : Matrix n n ℝ} (h : A * B = B * A) {x y : n → ℂ} {ω : ℂ}
    (hz : rpaMatrix A B *ᵥ Sum.elim x y = ω • Sum.elim x y) :
    (toComplex A * toComplex A - toComplex B * toComplex B) *ᵥ x = ω ^ 2 • x ∧
    (toComplex A * toComplex A - toComplex B * toComplex B) *ᵥ y = ω ^ 2 • y := by
  obtain ⟨h1, h2⟩ := (rpa_equation_iff A B x y ω).mp hz
  have hc (u : n → ℂ) : toComplex A *ᵥ (toComplex B *ᵥ u)
      = toComplex B *ᵥ (toComplex A *ᵥ u) := by
    rw [Matrix.mulVec_mulVec, Matrix.mulVec_mulVec, ← map_mul, ← map_mul, h]
  -- apply A and B to each of the two amplitude equations
  have e1 := congrArg (fun u => toComplex A *ᵥ u) h1
  have e2 := congrArg (fun u => toComplex B *ᵥ u) h2
  have e3 := congrArg (fun u => toComplex A *ᵥ u) h2
  have e4 := congrArg (fun u => toComplex B *ᵥ u) h1
  simp only [Matrix.mulVec_add, Matrix.mulVec_smul, Matrix.mulVec_neg] at e1 e2 e3 e4
  simp only [Matrix.sub_mulVec, ← Matrix.mulVec_mulVec]
  constructor
  · linear_combination (norm := module) e1 - e2 - hc y + ω • h1
  · linear_combination (norm := module) e3 - e4 - hc x - ω • h2
```

## A common eigenvector with real eigenvalues

Over the complex numbers, a matrix restricted to a nonzero invariant subspace has an eigenvector in it.

```lean
omit [DecidableEq n] in
/-- A complex matrix that maps a nonzero subspace into itself has an eigenvector there. -/
theorem exists_eigenvector_mem (M : Matrix n n ℂ) (E : Submodule ℂ (n → ℂ)) (hE : E ≠ ⊥)
    (hM : ∀ v ∈ E, M *ᵥ v ∈ E) : ∃ a : ℂ, ∃ v ∈ E, v ≠ 0 ∧ M *ᵥ v = a • v := by
  have : Nontrivial E := Submodule.nontrivial_iff_ne_bot.mpr hE
  obtain ⟨a, ha⟩ := Module.End.exists_eigenvalue ((Matrix.mulVecLin M).restrict hM)
  obtain ⟨v, hv⟩ := ha.exists_hasEigenvector
  exact ⟨a, v, v.2, fun h => hv.2 (Subtype.ext h), congrArg Subtype.val hv.apply_eq_smul⟩
```

This lemma is used twice: for P in the eigenspace of P² − Q², then for Q in the smaller common eigenspace. Here P and Q are any commuting complex matrices, and μ plays the role of ω². The local statement `keep` provides the invariance.

```lean
/-- If P and Q commute, every eigenvalue μ of P² - Q² equals a² - b², where a and b are
eigenvalues of P and Q on a common eigenvector. -/
theorem exists_common_eigenvector {P Q : Matrix n n ℂ} (h : Commute P Q) {μ : ℂ}
    {p : n → ℂ} (hp : p ≠ 0) (hμ : (P * P - Q * Q) *ᵥ p = μ • p) :
    ∃ (a b : ℂ) (v : n → ℂ), v ≠ 0 ∧ P *ᵥ v = a • v ∧ Q *ᵥ v = b • v ∧
      μ = a ^ 2 - b ^ 2 := by
  have keep {M K : Matrix n n ℂ} (hMK : Commute M K) {c : ℂ} {v : n → ℂ}
      (hv : K *ᵥ v = c • v) : K *ᵥ (M *ᵥ v) = c • (M *ᵥ v) := by
    rw [Matrix.mulVec_mulVec, ← hMK.eq, ← Matrix.mulVec_mulVec, hv, Matrix.mulVec_smul]
  have hP : Commute P (P * P - Q * Q) :=
    ((Commute.refl P).mul_right (Commute.refl P)).sub_right (h.mul_right h)
  have hQ : Commute Q (P * P - Q * Q) :=
    (h.symm.mul_right h.symm).sub_right ((Commute.refl Q).mul_right (Commute.refl Q))
  let E := Module.End.eigenspace (Matrix.mulVecLin (P * P - Q * Q)) μ
  -- first an eigenvector of P inside the eigenspace of P² - Q²
  obtain ⟨a, u, huE, hu, hau⟩ := exists_eigenvector_mem P E
    ((Submodule.ne_bot_iff _).mpr ⟨p, Module.End.mem_eigenspace_iff.mpr hμ, hp⟩)
    (fun v hv => Module.End.mem_eigenspace_iff.mpr
      (keep hP (Module.End.mem_eigenspace_iff.mp hv)))
  -- then an eigenvector of Q inside the common eigenspace
  obtain ⟨b, v, hvF, hv, hbv⟩ := exists_eigenvector_mem Q
    (E ⊓ Module.End.eigenspace (Matrix.mulVecLin P) a)
    ((Submodule.ne_bot_iff _).mpr ⟨u, ⟨huE, Module.End.mem_eigenspace_iff.mpr hau⟩, hu⟩)
    (fun v hv => ⟨Module.End.mem_eigenspace_iff.mpr
        (keep hQ (Module.End.mem_eigenspace_iff.mp hv.1)),
      Module.End.mem_eigenspace_iff.mpr
        (keep h.symm (Module.End.mem_eigenspace_iff.mp hv.2))⟩)
  have hav : P *ᵥ v = a • v := Module.End.mem_eigenspace_iff.mp hvF.2
  have hKv : (P * P - Q * Q) *ᵥ v = μ • v := Module.End.mem_eigenspace_iff.mp hvF.1
  refine ⟨a, b, v, hv, hav, hbv, smul_left_injective ℂ hv ?_⟩
  change μ • v = (a ^ 2 - b ^ 2) • v
  rw [← hKv, Matrix.sub_mulVec, ← Matrix.mulVec_mulVec, ← Matrix.mulVec_mulVec, hav, hbv,
    Matrix.mulVec_smul, Matrix.mulVec_smul, hav, hbv]
  module
```

Symmetry enters through the reality of the eigenvalues. The proof evaluates v†Av in two ways and cancels the nonzero factor v†v.

```lean
/-- Every complex eigenvalue of a real symmetric matrix is real. -/
theorem eigenvalue_real {A : Matrix n n ℝ} (hA : A.IsSymm) {a : ℂ} {v : n → ℂ}
    (hv : v ≠ 0) (h : toComplex A *ᵥ v = a • v) : (a.re : ℂ) = a := by
  have hH : (toComplex A)ᴴ = toComplex A := by
    ext i j
    simp [toComplex, Matrix.conjTranspose_apply, hA.apply i j]
  have h2 : star v ᵥ* toComplex A = star a • star v := by
    have := congrArg star h
    rwa [Matrix.star_mulVec, hH, star_smul] at this
  have h3 := Matrix.dotProduct_mulVec (star v) (toComplex A) v
  rw [h, h2, dotProduct_smul, smul_dotProduct, smul_eq_mul, smul_eq_mul] at h3
  have hs : star v ⬝ᵥ v ≠ 0 := fun h0 => hv (dotProduct_star_self_eq_zero.mp h0)
  exact Complex.conj_eq_iff_re.mp (mul_right_cancel₀ hs h3).symm
```

## Frequencies from pairs of eigenvalues

For commuting symmetric A and B, `isFrequency_iff` characterises every frequency by ω² = a² − b². The types make a and b real, while v may be complex. The forward direction selects a nonzero amplitude and applies the preceding lemmas; the reverse direction builds the explicit eigenvector, with the case b = 0, ω = a treated first.

```lean
/-- For commuting real symmetric A and B, the RPA frequencies are exactly the solutions of
ω² = a² - b², with a and b the real eigenvalues of A and B on a common eigenvector. -/
theorem isFrequency_iff {A B : Matrix n n ℝ} (hA : A.IsSymm) (hB : B.IsSymm)
    (h : A * B = B * A) (ω : ℂ) :
    IsFrequency A B ω ↔ ∃ (a b : ℝ) (v : n → ℂ), v ≠ 0 ∧
      toComplex A *ᵥ v = (a : ℂ) • v ∧ toComplex B *ᵥ v = (b : ℂ) • v ∧
      ω ^ 2 = (a : ℂ) ^ 2 - (b : ℂ) ^ 2 := by
  constructor
  · rintro ⟨z, hz, he⟩
    obtain ⟨x, y, rfl⟩ : ∃ x y, z = Sum.elim x y := ⟨_, _, (Sum.elim_comp_inl_inr z).symm⟩
    obtain ⟨hx, hy⟩ := squared_equation h he
    -- one of the two amplitudes is nonzero
    obtain ⟨p, hp, hpe⟩ : ∃ p : n → ℂ, p ≠ 0 ∧
        (toComplex A * toComplex A - toComplex B * toComplex B) *ᵥ p = ω ^ 2 • p := by
      by_cases hx0 : x = 0
      · refine ⟨y, fun hy0 => hz ?_, hy⟩
        ext (i | i) <;> simp [hx0, hy0]
      · exact ⟨x, hx0, hx⟩
    have hc : Commute (toComplex A) (toComplex B) := by
      change toComplex A * toComplex B = toComplex B * toComplex A
      rw [← map_mul, ← map_mul, h]
    obtain ⟨a, b, v, hv, ha, hb, hw⟩ := exists_common_eigenvector hc hp hpe
    refine ⟨a.re, b.re, v, hv, ?_⟩
    rw [eigenvalue_real hA hv ha, eigenvalue_real hB hv hb]
    exact ⟨ha, hb, hw⟩
  · rintro ⟨a, b, v, hv, ha, hb, hw⟩
    by_cases hc : (b : ℂ) = 0 ∧ ω = a
    · refine ⟨Sum.elim v 0, fun h0 => hv (funext fun i => congrFun h0 (Sum.inl i)),
        (rpa_equation_iff A B _ _ ω).mpr ⟨?_, ?_⟩⟩
      · rw [ha, Matrix.mulVec_zero, add_zero, hc.2]
      · rw [hb, Matrix.mulVec_zero, hc.1]
        simp
    · -- the amplitudes x = b v and y = (ω - a) v solve the RPA equations
      refine ⟨Sum.elim ((b : ℂ) • v) ((ω - a) • v), fun h0 => hc ?_,
        (rpa_equation_iff A B _ _ ω).mpr ⟨?_, ?_⟩⟩
      · have h1 : (b : ℂ) • v = 0 := funext fun i => congrFun h0 (Sum.inl i)
        have h2 : (ω - a) • v = 0 := funext fun i => congrFun h0 (Sum.inr i)
        exact ⟨(smul_eq_zero.mp h1).resolve_right hv,
          sub_eq_zero.mp ((smul_eq_zero.mp h2).resolve_right hv)⟩
      · rw [Matrix.mulVec_smul, Matrix.mulVec_smul, ha, hb]
        module
      · rw [Matrix.mulVec_smul, Matrix.mulVec_smul, ha, hb]
        linear_combination (norm := module) hw • v
```

The main theorem joins the symmetry criterion to the statement about frequencies. Its conclusion `ω.im = 0 ∨ ω.re = 0` includes ω = 0 in both alternatives. The proof takes the imaginary part of ω² = a² − b².

```lean
/-- For real symmetric A and B, (A - B)(A + B) is symmetric if and only if A and B commute,
and in that case every complex RPA frequency is real or purely imaginary. -/
theorem symmetric_product_and_frequencies {A B : Matrix n n ℝ}
    (hA : A.IsSymm) (hB : B.IsSymm) :
    (((A - B) * (A + B)).IsSymm ↔ A * B = B * A) ∧
    (A * B = B * A → ∀ ω : ℂ, IsFrequency A B ω → ω.im = 0 ∨ ω.re = 0) := by
  refine ⟨product_isSymm_iff hA hB, fun h ω hω => ?_⟩
  obtain ⟨a, b, -, -, -, -, hw⟩ := (isFrequency_iff hA hB h ω).mp hω
  -- the square of the frequency is real
  have h2 : ω.im * ω.re = 0 := by
    have := congrArg Complex.im hw
    simp only [pow_two, Complex.sub_im, Complex.mul_im, Complex.ofReal_re,
      Complex.ofReal_im] at this
    linarith
  exact mul_eq_zero.mp h2
```

The last theorem verifies the two-excitation example for √5 and i√3. It supplies the eigenvalue pairs (3, 2) and (−1, −2) with the unnormalised vectors (1, 1) and (1, −1).

```lean
/-- The symmetric matrices A = [[1,2],[2,1]] and B = [[0,2],[2,0]] commute, and their RPA
matrix has both the real frequency √5 and the imaginary frequency i√3. -/
theorem commuting_witness :
    (!![1, 2; 2, 1] : Matrix (Fin 2) (Fin 2) ℝ).IsSymm ∧
    (!![0, 2; 2, 0] : Matrix (Fin 2) (Fin 2) ℝ).IsSymm ∧
    (!![1, 2; 2, 1] : Matrix (Fin 2) (Fin 2) ℝ) * !![0, 2; 2, 0]
      = !![0, 2; 2, 0] * !![1, 2; 2, 1] ∧
    IsFrequency !![1, 2; 2, 1] !![0, 2; 2, 0] (√5 : ℝ) ∧
    IsFrequency !![1, 2; 2, 1] !![0, 2; 2, 0] ((√3 : ℝ) * Complex.I) := by
  have hA : (!![1, 2; 2, 1] : Matrix (Fin 2) (Fin 2) ℝ).IsSymm := by
    unfold Matrix.IsSymm
    ext i j
    fin_cases i <;> fin_cases j <;> rfl
  have hB : (!![0, 2; 2, 0] : Matrix (Fin 2) (Fin 2) ℝ).IsSymm := by
    unfold Matrix.IsSymm
    ext i j
    fin_cases i <;> fin_cases j <;> rfl
  have h : (!![1, 2; 2, 1] : Matrix (Fin 2) (Fin 2) ℝ) * !![0, 2; 2, 0]
      = !![0, 2; 2, 0] * !![1, 2; 2, 1] := by
    ext i j
    fin_cases i <;> fin_cases j <;> simp [Matrix.mul_apply, Fin.sum_univ_succ]
  refine ⟨hA, hB, h, (isFrequency_iff hA hB h _).mpr ⟨3, 2, ![1, 1], ?_, ?_, ?_, ?_⟩,
    (isFrequency_iff hA hB h _).mpr ⟨-1, -2, ![1, -1], ?_, ?_, ?_, ?_⟩⟩
  · exact fun h0 => by simpa using congrFun h0 0
  · ext i
    fin_cases i <;> simp [toComplex, Matrix.mulVec, dotProduct, Fin.sum_univ_succ] <;> norm_num
  · ext i
    fin_cases i <;> simp [toComplex, Matrix.mulVec, dotProduct, Fin.sum_univ_succ]
  · rw [← Complex.ofReal_pow, Real.sq_sqrt (by norm_num)]
    norm_num
  · exact fun h0 => by simpa using congrFun h0 0
  · ext i
    fin_cases i <;> simp [toComplex, Matrix.mulVec, dotProduct, Fin.sum_univ_succ] <;> norm_num
  · ext i
    fin_cases i <;> simp [toComplex, Matrix.mulVec, dotProduct, Fin.sum_univ_succ]
  · rw [mul_pow, Complex.I_sq, ← Complex.ofReal_pow, Real.sq_sqrt (by norm_num)]
    norm_num

end

end CommutingRPA
```

```lean
#print axioms CommutingRPA.symmetric_product_and_frequencies
```

```
'CommutingRPA.symmetric_product_and_frequencies' depends on axioms: [propext, Classical.choice, Quot.sound]
```
